# As the energy tends to zero, transmission through an Eckart barrier vanishes but its uniform-WKB approximation does not

The theorem `threshold` compares two formulas for the transmission of a particle through the barrier `v² sech² x`, in units with ħ²/2m = 1, as the wavenumber `k` tends to zero from above. The closed form `eckartT v k` tends to zero, while the uniform-WKB expression `uniformWKB v k` tends to 1/(1 + exp(2πv)), which is positive. The limits are proved for every real `v`, though the two formulas are both transmissions through this barrier only for `v ≥ 1/2`. The attempt shows that each expression is continuous in `k`, computes its value at `k = 0`, and restricts the resulting limit to positive `k`.

Lean 4 with Mathlib refuses this proof:

```lean
import Mathlib

open Filter Topology Real

namespace Threshold

noncomputable section

/-- The barrier parameter `π √(v² - 1/4)` of the Eckart barrier `v² sech² x`, for `v ≥ 1/2`. -/
def shape (v : ℝ) : ℝ := π * √(v ^ 2 - 1 / 4)

/-- The closed form of the transmission through the symmetric Eckart barrier `v² sech² x`,
`v ≥ 1/2`, at wavenumber `k > 0` (units with `ħ²/2m = 1`). -/
def eckartT (v k : ℝ) : ℝ :=
  Real.sinh (π * k) ^ 2 / (Real.sinh (π * k) ^ 2 + Real.cosh (shape v) ^ 2)

/-- The uniform-WKB transmission through the barrier `v² sech² x`, `v > 0`, at wavenumber `k > 0`
(units with `ħ²/2m = 1`). -/
def uniformWKB (v k : ℝ) : ℝ := 1 / (1 + Real.exp (2 * π * (v - k)))

/-- For every real `v`, as `k` tends to zero from above, the expression `eckartT v k` tends to zero,
whereas `uniformWKB v k` tends to the positive number `1/(1 + exp(2πv))`. -/
theorem threshold (v : ℝ) :
    Tendsto (eckartT v) (𝓝[>] 0) (𝓝 0) ∧
      Tendsto (uniformWKB v) (𝓝[>] 0) (𝓝 (1 / (1 + Real.exp (2 * π * v)))) ∧
      0 < 1 / (1 + Real.exp (2 * π * v)) := by
  have hc := Real.cosh_pos (shape v)
  have hT : Continuous (eckartT v) := by
    unfold eckartT
    exact Continuous.div (by fun_prop) (by fun_prop) (fun k => by positivity)
  have hW : Continuous (uniformWKB v) := by
    unfold uniformWKB
    exact Continuous.div (by fun_prop) (by fun_prop) (fun k => by positivity)
  have hT0 : eckartT v 0 = 0 := by simp [eckartT]
  have hW0 : uniformWKB v 0 = 1 / (1 + Real.exp (2 * π * v)) := by
    rw [uniformWKB, sub_zero]
  refine ⟨?_, ?_, by positivity⟩
  · rw [← hT0]
    exact (hT.tendsto 0).mono_left nhdsWithin_le_nhds
  · rw [← hW0]
    exact (hW.tendsto 0).mono_left nhdsWithin_le_nhds

end

end Threshold
```

Compiling this gives:

```
Main.lean:39:35: error: Application type mismatch: The argument
  nhdsWithin_le_nhds
has type
  𝓝[?m.325] ?m.324 ≤ 𝓝 ?m.324
but is expected to have type
  𝓝[>] eckartT v 0 ≤ 𝓝 0
in the application
  Tendsto.mono_left (Continuous.tendsto hT 0) nhdsWithin_le_nhds
```

As a diff, the version that Lean accepts:

```diff
@@ -36,6 +36,7 @@
     rw [uniformWKB, sub_zero]
   refine ⟨?_, ?_, by positivity⟩
-  · rw [← hT0]
-    exact (hT.tendsto 0).mono_left nhdsWithin_le_nhds
+  · have h := hT.tendsto 0
+    rw [hT0] at h
+    exact h.mono_left nhdsWithin_le_nhds
   · rw [← hW0]
     exact (hW.tendsto 0).mono_left nhdsWithin_le_nhds
```

Cause. The error is in the limit of `eckartT v`, where the goal has two zeros: the point that `k` approaches, in `𝓝[>] 0`, and the limiting value, in `𝓝 0`. The step `rw [← hT0]` was needed only for the second, but it replaces every matching `0` by `eckartT v 0`, and so changes the point of approach as well. `mono_left` then requires `𝓝[>] eckartT v 0 ≤ 𝓝 0`, as the message shows. `nhdsWithin_le_nhds` needs the same point on both sides, and Lean does not identify `eckartT v 0` with `0` by unification, although `hT0` proves them equal.

The repair leaves the goal alone. It takes the continuity statement at `0` as `h` and rewrites with `hT0` from left to right, which turns the limiting value `eckartT v 0` into `0`. Both filters are then based at `0`, and `nhdsWithin_le_nhds` applies.
